# The Doniach–Sunjic line shape from a damped power-law core-hole response

For real numbers $a<1$, $g>0$ and $x$,

$$
\operatorname{Re}\left[e^{-i\pi a/2}\int_0^\infty t^{-a}e^{-(g+ix)t}\,dt\right]
=\frac{\Gamma(1-a)\cos\!\left(\frac{\pi a}{2}+(1-a)\arctan\frac{x}{g}\right)}{(x^2+g^2)^{(1-a)/2}},
$$

where $\Gamma$ is Euler's Gamma function. The right-hand side is the Doniach–Sunjic profile, used to fit core-level photoemission peaks of metals. It is obtained here from a response whose power law is assumed, not derived from a many-electron Hamiltonian.

```lean
import Mathlib

open MeasureTheory Filter Topology

namespace DoniachSunjic

noncomputable section
```

## The response and its spectrum

A core hole created suddenly in a metal excites many low-energy electron–hole pairs. The power law $t^{-a}$ stands for the resulting slow decay of the response, and the singularity index $a$ measures its strength; physically $0\le a<1$. The finite lifetime of the hole adds a factor $e^{-gt}$, and the detuning $x$ adds a phase $e^{-ixt}$. Damping and detuning combine into one complex number $z=g+ix$, and the response is $t^{-a}e^{-zt}$. In Lean, `response` takes a general complex `z`, which the analytic continuation below will need.

```lean
/-- The core-hole response at time `t > 0`: a power law with singularity index `a`
times an exponential with complex damping `z`. -/
def response (a : ℝ) (z : ℂ) (t : ℝ) : ℂ :=
  ((t ^ (-a) : ℝ) : ℂ) * Complex.exp (-(z * t))
```

The spectrum is the real part of the integral over positive times, `Set.Ioi 0`. The factor $e^{-i\pi a/2}$ turns $t^{-a}$ into $(it)^{-a}$. With $\hbar=1$, $g$ and $x$ are in the same units, and $x$ can be read as kinetic energy measured from threshold. The intensity is not normalised, and for $0<a<1$ it cannot be: its tail at negative $x$ falls off only as $|x|^{-(1-a)}$, so the area under it is infinite. The model extends the power law down to $t=0$ and leaves out instrumental and phonon broadening.

```lean
/-- The core-level line shape at damping `g > 0` and detuning `x`, for `a < 1`: the real
part of the phase-corrected time integral of the response. -/
def lineShape (a g x : ℝ) : ℝ :=
  (Complex.exp (-(Complex.I * Real.pi * a / 2)) *
    ∫ t in Set.Ioi (0 : ℝ), response a (g + x * Complex.I) t).re
```

## Convergence of the time integral

The oscillating part of the exponential has modulus one, so for $t>0$

$$|t^{-a}e^{-zt}|=t^{-a}e^{-(\operatorname{Re}z)t}.$$

```lean
/-- For `t > 0`, the modulus of the response is the power law times a real exponential whose decay
rate is the real part of the damping. -/
theorem norm_response (a : ℝ) (z : ℂ) {t : ℝ} (ht : 0 < t) :
    ‖response a z t‖ = t ^ (-a) * Real.exp (-z.re * t) := by
  have hre : (-(z * t)).re = -z.re * t := by simp
  rw [response, norm_mul, Complex.norm_real, Complex.norm_exp, hre,
    Real.norm_of_nonneg (Real.rpow_nonneg ht.le _)]
```

Near $t=0$ this is integrable because $a<1$; at large $t$ the exponential ensures convergence because $\operatorname{Re}z>0$. Lean takes the integrability of the real function from Mathlib and transfers it to the response by comparison (`Integrable.mono'`). This matters because Lean assigns the value zero to the integral of a non-integrable function.

```lean
/-- The response is absolutely integrable over positive times when `a < 1` and the
damping has positive real part. -/
theorem response_integrable {a : ℝ} {z : ℂ} (ha : a < 1) (hz : 0 < z.re) :
    IntegrableOn (response a z) (Set.Ioi 0) := by
  have h := integrableOn_rpow_mul_exp_neg_mul_rpow (p := 1) (s := -a) (b := z.re)
    (by linarith) (by norm_num) hz
  simp only [Real.rpow_one] at h
  have hm : Measurable (response a z) := by
    unfold response
    fun_prop
  exact Integrable.mono' h hm.aestronglyMeasurable
    ((ae_restrict_iff' measurableSet_Ioi).2
      (ae_of_all _ fun t ht => (norm_response a z ht).le))
```

## From real to complex damping

Write $F(z)=\int_0^\infty t^{-a}e^{-zt}\,dt$. Differentiating under the integral gives

$$F'(z)=-\int_0^\infty t^{1-a}e^{-zt}\,dt,$$

which is minus the integral of the response with index $a-1$. The exchange is justified by a bound that holds uniformly near $z$: whenever $\operatorname{Re}w>\tfrac12\operatorname{Re}z$,

$$|t^{1-a}e^{-wt}|\le t^{1-a}e^{-(\operatorname{Re}z)t/2},$$

and the right-hand side is integrable. The three bulleted blocks of the proof supply measurability near $z$, this bound, and the derivative of the integrand at fixed $t$.

```lean
/-- The time integral of the response is complex-differentiable in the damping. -/
theorem hasDerivAt_integral_response {a : ℝ} {z : ℂ} (ha : a < 1) (hz : 0 < z.re) :
    HasDerivAt (fun w => ∫ t in Set.Ioi (0 : ℝ), response a w t)
      (∫ t in Set.Ioi (0 : ℝ), -response (a - 1) z t) z := by
  have ha' : a - 1 < 1 := by linarith
  have hs : {w : ℂ | z.re / 2 < w.re} ∈ 𝓝 z :=
    (isOpen_lt continuous_const Complex.continuous_re).mem_nhds (half_lt_self hz)
  have hc : 0 < ((z.re / 2 : ℝ) : ℂ).re := half_pos hz
  refine (hasDerivAt_integral_of_dominated_loc_of_deriv_le
    (F := response a) (F' := fun w t => -response (a - 1) w t)
    (bound := fun t => ‖response (a - 1) ((z.re / 2 : ℝ) : ℂ) t‖) hs
    ?_ (response_integrable ha hz) (response_integrable ha' hz).1.neg
    ?_ (response_integrable ha' hc).norm ?_).2
  · filter_upwards [hs] with w hw
    exact (response_integrable ha (lt_trans (half_pos hz) hw)).1
  · filter_upwards [ae_restrict_mem measurableSet_Ioi] with t ht w hw
    have ht' : 0 < t := ht
    have hw' : z.re / 2 < w.re := hw
    rw [norm_neg, norm_response _ _ ht', norm_response _ _ ht', Complex.ofReal_re]
    exact mul_le_mul_of_nonneg_left
      (Real.exp_le_exp.2 (by nlinarith [mul_pos (sub_pos.2 hw') ht']))
      (Real.rpow_nonneg ht'.le _)
  · filter_upwards [ae_restrict_mem measurableSet_Ioi] with t ht w _
    have ht' : 0 < t := ht
    have h := ((hasDerivAt_id' w).mul_const (t : ℂ)).fun_neg.cexp.const_mul
      ((t ^ (-a) : ℝ) : ℂ)
    refine h.congr_deriv ?_
    rw [response, show -(a - 1) = -a + 1 by ring, Real.rpow_add_one ht'.ne',
      Complex.ofReal_mul]
    ring
```

For real damping $r>0$, the substitution $u=rt$ gives Euler's integral,

$$F(r)=r^{-(1-a)}\int_0^\infty u^{-a}e^{-u}\,du=\Gamma(1-a)\,r^{-(1-a)}.$$

Both $F(z)$ and $\Gamma(1-a)\,z^{-(1-a)}$, with the principal branch of the power, are analytic for $\operatorname{Re}z>0$. They agree on the positive real axis, hence at points accumulating at $1$, and the half-plane is connected. By the identity theorem they agree throughout it:

$$F(z)=\Gamma(1-a)\,z^{-(1-a)}.$$

In Lean, `hF` and `hG` establish differentiability of the two sides, `hT` expresses the accumulation at $1$, and the lines after `filter_upwards` check the real case.

```lean
/-- Euler's Gamma integral for a complex damping with positive real part. -/
theorem integral_response {a : ℝ} {z : ℂ} (ha : a < 1) (hz : 0 < z.re) :
    ∫ t in Set.Ioi (0 : ℝ), response a z t =
      z ^ (-((1 - a : ℝ) : ℂ)) * (Real.Gamma (1 - a) : ℂ) := by
  have hU : IsOpen {w : ℂ | 0 < w.re} := isOpen_lt continuous_const Complex.continuous_re
  have hF : DifferentiableOn ℂ (fun w => ∫ t in Set.Ioi (0 : ℝ), response a w t)
      {w : ℂ | 0 < w.re} := fun w hw =>
    (hasDerivAt_integral_response ha hw).differentiableAt.differentiableWithinAt
  have hG : DifferentiableOn ℂ
      (fun w : ℂ => w ^ (-((1 - a : ℝ) : ℂ)) * (Real.Gamma (1 - a) : ℂ))
      {w : ℂ | 0 < w.re} := fun w hw =>
    ((differentiableAt_id.cpow (differentiableAt_const _)
      (Complex.mem_slitPlane_iff.2 (Or.inl hw))).mul_const _).differentiableWithinAt
  -- real dampings accumulate at 1, which fixes the analytic continuation
  have hT : Tendsto (fun r : ℝ => (r : ℂ)) (𝓝[≠] 1) (𝓝[≠] 1) :=
    tendsto_nhdsWithin_of_tendsto_nhds_of_eventually_within _
      ((Complex.continuous_ofReal.tendsto' 1 1 Complex.ofReal_one).mono_left
        nhdsWithin_le_nhds)
      (eventually_mem_nhdsWithin.mono fun r hr => by simpa using hr)
  refine (hF.analyticOnNhd hU).eqOn_of_preconnected_of_frequently_eq
    (hG.analyticOnNhd hU) (convex_halfSpace_re_gt 0).isPreconnected
    (show (1 : ℂ) ∈ {w : ℂ | 0 < w.re} by simp) (hT.frequently (Eventually.frequently ?_)) hz
  filter_upwards [mem_nhdsWithin_of_mem_nhds (Ioi_mem_nhds zero_lt_one)] with r hr
  have hr' : 0 < r := hr
  have hs : 0 < ((1 - a : ℝ) : ℂ).re := sub_pos.2 ha
  have harg : Complex.arg (r : ℂ) ≠ Real.pi := by
    rw [Complex.arg_ofReal_of_nonneg hr'.le]
    exact Real.pi_ne_zero.symm
  rw [Complex.cpow_neg, ← Complex.inv_cpow _ _ harg, ← one_div, ← Complex.Gamma_ofReal,
    ← Complex.integral_cpow_mul_exp_neg_mul_Ioi hs hr']
  refine setIntegral_congr_fun measurableSet_Ioi fun t ht => ?_
  have he : ((1 - a : ℝ) : ℂ) - 1 = ((-a : ℝ) : ℂ) := by
    push_cast
    ring
  simp only [response, he, Complex.ofReal_cpow (le_of_lt ht)]
```

## Modulus and phase

Set $\theta=\arctan(x/g)$ and $q=x/g$. Then $\cos\theta=1/\sqrt{1+q^2}$, $\sin\theta=q/\sqrt{1+q^2}$ and $\sqrt{x^2+g^2}=g\sqrt{1+q^2}$, so

$$\sqrt{x^2+g^2}\,\cos\theta=g,\qquad \sqrt{x^2+g^2}\,\sin\theta=x.$$

The proof makes the same substitution $x=gq$.

```lean
/-- For `g > 0`, the point `(g, x)` has polar radius `√(x² + g²)` and polar angle `arctan (x / g)`.
-/
theorem damping_detuning_polar {g : ℝ} (hg : 0 < g) (x : ℝ) :
    Real.sqrt (x ^ 2 + g ^ 2) * Real.cos (Real.arctan (x / g)) = g ∧
    Real.sqrt (x ^ 2 + g ^ 2) * Real.sin (Real.arctan (x / g)) = x := by
  obtain ⟨q, rfl⟩ : ∃ q, x = g * q := ⟨x / g, by field_simp⟩
  rw [mul_div_cancel_left₀ q hg.ne']
  have hs : Real.sqrt ((g * q) ^ 2 + g ^ 2) = g * Real.sqrt (1 + q ^ 2) := by
    rw [show (g * q) ^ 2 + g ^ 2 = g ^ 2 * (1 + q ^ 2) by ring,
      Real.sqrt_mul (sq_nonneg g), Real.sqrt_sq hg.le]
  have hp : Real.sqrt (1 + q ^ 2) ≠ 0 := (Real.sqrt_pos.2 (by positivity)).ne'
  rw [hs, Real.cos_arctan, Real.sin_arctan]
  constructor <;> field_simp
```

With $L=\tfrac12\log(x^2+g^2)$, these two equations say that $g+ix=e^{L+i\theta}$. Since $|\theta|<\pi/2$, the principal logarithm of $g+ix$ is exactly $L+i\theta$, with no added multiple of $2\pi i$. Therefore

$$e^{-i\pi a/2}(g+ix)^{-(1-a)}=e^{-(1-a)L}\,e^{-i\left[\pi a/2+(1-a)\theta\right]}.$$

The first factor is $(x^2+g^2)^{-(1-a)/2}$. Taking the real part turns the second into a cosine, and multiplying by $\Gamma(1-a)$ gives the profile.

The theorem assumes only `a < 1` and `0 < g`, so negative $a$ is included although it lies outside the physical range. In its proof, `hz` is the exponential form of the damping, `hlog` settles the branch, and `he` adds the phases.

```lean
/-- The core-level line shape is the Doniach-Sunjic profile with prefactor `Γ(1 - a)`. -/
theorem lineShape_eq_doniachSunjic {a g : ℝ} (ha : a < 1) (hg : 0 < g) (x : ℝ) :
    lineShape a g x = Real.Gamma (1 - a) *
      Real.cos (Real.pi * a / 2 + (1 - a) * Real.arctan (x / g)) /
        (x ^ 2 + g ^ 2) ^ ((1 - a) / 2) := by
  have hR : 0 < x ^ 2 + g ^ 2 := by positivity
  have hre : ∀ p q : ℝ, ((p : ℂ) + q * Complex.I).re = p := by intro p q; simp
  have him : ∀ p q : ℝ, ((p : ℂ) + q * Complex.I).im = q := by intro p q; simp
  obtain ⟨hc, hsn⟩ := damping_detuning_polar hg x
  obtain ⟨L, hL⟩ : ∃ L, L = Real.log (x ^ 2 + g ^ 2) * (1 / 2) := ⟨_, rfl⟩
  rw [Real.sqrt_eq_rpow, Real.rpow_def_of_pos hR, ← hL] at hc hsn
  have h1 := Real.neg_pi_div_two_lt_arctan (x / g)
  have h2 := Real.arctan_lt_pi_div_two (x / g)
  have hpi := Real.pi_pos
  generalize Real.arctan (x / g) = θ at hc hsn h1 h2 ⊢
  -- the complex damping as a single exponential, inside the principal branch
  have hz : (g : ℂ) + x * Complex.I = Complex.exp ((L : ℂ) + θ * Complex.I) := by
    apply Complex.ext
    · rw [hre, Complex.exp_re, hre, him, hc]
    · rw [him, Complex.exp_im, hre, him, hsn]
  have hlog : Complex.log (Complex.exp ((L : ℂ) + θ * Complex.I)) = L + θ * Complex.I :=
    Complex.log_exp (by rw [him]; linarith) (by rw [him]; linarith)
  -- the phases add
  have he : -(Complex.I * Real.pi * a / 2) +
      ((L : ℂ) + θ * Complex.I) * (-((1 - a : ℝ) : ℂ)) =
      ((-(L * (1 - a)) : ℝ) : ℂ) +
        ((-(Real.pi * a / 2 + (1 - a) * θ) : ℝ) : ℂ) * Complex.I := by
    push_cast
    ring
  have hpow : Real.log (x ^ 2 + g ^ 2) * ((1 - a) / 2) = L * (1 - a) := by
    rw [hL]
    ring
  rw [lineShape, integral_response ha (by rw [hre]; exact hg), hz,
    Complex.cpow_def_of_ne_zero (Complex.exp_ne_zero _), hlog, ← mul_assoc,
    ← Complex.exp_add, he, Complex.mul_re, Complex.ofReal_re, Complex.ofReal_im,
    mul_zero, sub_zero, Complex.exp_re, hre, him, Real.cos_neg,
    Real.rpow_def_of_pos hR, hpow, Real.exp_neg]
  ring
```

## The Lorentzian limit

At $a=0$ the Gamma factor is $\Gamma(1)=1$ and the phase is $\theta$ alone. Since $\cos\theta=g/\sqrt{x^2+g^2}$,

$$\frac{\cos\theta}{\sqrt{x^2+g^2}}=\frac{g}{x^2+g^2}.$$

This is a Lorentzian of height $1/g$ and half width $g$ at half maximum. Lean clears the denominators and closes the identity with `linear_combination`, using the polar form and the square of the root.

```lean
/-- At zero singularity index the line shape is the Lorentzian `g / (x² + g²)`. -/
theorem lineShape_zero {g : ℝ} (hg : 0 < g) (x : ℝ) :
    lineShape 0 g x = g / (x ^ 2 + g ^ 2) := by
  have hR : 0 < x ^ 2 + g ^ 2 := by positivity
  have hS : 0 < Real.sqrt (x ^ 2 + g ^ 2) := Real.sqrt_pos.2 hR
  have hSS := Real.mul_self_sqrt hR.le
  have hc := (damping_detuning_polar hg x).1
  have e : Real.pi * 0 / 2 + (1 - 0) * Real.arctan (x / g) = Real.arctan (x / g) := by
    ring
  rw [lineShape_eq_doniachSunjic zero_lt_one hg, e, sub_zero, Real.Gamma_one, one_mul,
    ← Real.sqrt_eq_rpow, div_eq_div_iff hS.ne' hR.ne']
  linear_combination Real.sqrt (x ^ 2 + g ^ 2) * hc - Real.cos (Real.arctan (x / g)) * hSS
```

## Asymmetry about threshold

Reversing the detuning changes the sign of $\theta$ and leaves $x^2+g^2$ unchanged. With $A=\pi a/2$ and $B=(1-a)\theta$, the identity $\cos(A-B)-\cos(A+B)=2\sin A\sin B$ shows that the intensity at $-x$ minus the intensity at $x$ is

$$\frac{2\,\Gamma(1-a)\sin\!\left(\frac{\pi a}{2}\right)\sin\!\big((1-a)\theta\big)}{(x^2+g^2)^{(1-a)/2}}.$$

The proof applies the profile formula at both detunings and expands the cosines. The theorem states this equality; the sign is read off from it by hand. For $0<a<1$ and $x>0$ every factor is positive, which puts the stronger side at negative $x$, that is, at lower kinetic energy.

```lean
/-- The difference between the intensities at opposite detunings, in closed form. -/
theorem lineShape_asymmetry {a g : ℝ} (ha : a < 1) (hg : 0 < g) (x : ℝ) :
    lineShape a g (-x) - lineShape a g x =
      2 * Real.Gamma (1 - a) * Real.sin (Real.pi * a / 2) *
        Real.sin ((1 - a) * Real.arctan (x / g)) / (x ^ 2 + g ^ 2) ^ ((1 - a) / 2) := by
  rw [lineShape_eq_doniachSunjic ha hg, lineShape_eq_doniachSunjic ha hg]
  simp only [neg_div, Real.arctan_neg, neg_sq, mul_neg, Real.cos_add, Real.cos_neg,
    Real.sin_neg]
  ring

end

end DoniachSunjic
```

```lean
#print axioms DoniachSunjic.lineShape_eq_doniachSunjic
#print axioms DoniachSunjic.lineShape_zero
#print axioms DoniachSunjic.lineShape_asymmetry
```

```
'DoniachSunjic.lineShape_eq_doniachSunjic' depends on axioms: [propext, Classical.choice, Quot.sound]
'DoniachSunjic.lineShape_zero' depends on axioms: [propext, Classical.choice, Quot.sound]
'DoniachSunjic.lineShape_asymmetry' depends on axioms: [propext, Classical.choice, Quot.sound]
```
